# A real symmetric matrix is diagonalised by an orthogonal matrix

For every real symmetric matrix `A` over a finite index set, the theorem asserts that there are a real matrix `U` and a real-valued function `d` with `Uᵀ * U = 1` and `Uᵀ * A * U = diagonal d`. In physics, `A` can be a Hamiltonian with real matrix elements in a finite orthonormal basis; an orthogonal change of basis then makes it diagonal, with the energies on the diagonal. The attempt regards `A` as Hermitian and takes the vectors of Mathlib's orthonormal `eigenvectorBasis` as the columns of `U`. It derives `Uᵀ * U = 1` from their orthonormality and `A * U = U * diagonal hA.eigenvalues` from the eigenvalue equation, and then combines the two.

As first written in Lean, the proof fails:

```lean
import Mathlib

open Matrix

namespace ExistsOrthogonalDiagonalisation

noncomputable section

variable {n : Type*} [Fintype n] [DecidableEq n]

/-- A real symmetric matrix is diagonalised by an orthogonal matrix. -/
theorem exists_orthogonal_diagonalisation {A : Matrix n n ℝ} (h : A.IsSymm) :
    ∃ (U : Matrix n n ℝ) (d : n → ℝ), Uᵀ * U = 1 ∧ Uᵀ * A * U = diagonal d := by
  have hA : A.IsHermitian := (conjTranspose_eq_transpose_of_trivial A).trans h
  -- the eigenvectors are the columns of `U`
  let U : Matrix n n ℝ := fun i j => (hA.eigenvectorBasis j).ofLp i
  have hU : Uᵀ * U = 1 := by
    ext i j
    have ho := orthonormal_iff_ite.mp hA.eigenvectorBasis.orthonormal i j
    rw [PiLp.inner_apply] at ho
    rw [Matrix.one_apply, ← ho, Matrix.mul_apply]
    refine Finset.sum_congr rfl fun k _ => ?_
    simp [U, mul_comm]
  have hAU : A * U = U * diagonal hA.eigenvalues := by
    ext i j
    have he := congrFun (hA.mulVec_eigenvectorBasis j) i
    rw [mul_diagonal]
    exact he.trans (mul_comm _ _)
  exact ⟨U, hA.eigenvalues, hU, by
    rw [Matrix.mul_assoc, hAU, ← Matrix.mul_assoc, hU, Matrix.one_mul]⟩

end

end ExistsOrthogonalDiagonalisation
```

Lean reports:

```
Main.lean:17:26: error: unsolved goals
n : Type u_1
inst✝¹ : Fintype n
inst✝ : DecidableEq n
A : Matrix n n ℝ
h : A.IsSymm
hA : A.IsHermitian
U : Matrix n n ℝ := fun i j => (hA.eigenvectorBasis j).ofLp i
i j : n
ho : ∑ i_1, inner ℝ ((hA.eigenvectorBasis i).ofLp i_1) ((hA.eigenvectorBasis j).ofLp i_1) = if i = j then 1 else 0
k : n
x✝ : k ∈ Finset.univ
⊢ (hA.eigenvectorBasis j).ofLp k * (fun i j => (hA.eigenvectorBasis j).ofLp i)ᵀ i k =
    (hA.eigenvectorBasis i).ofLp k * (hA.eigenvectorBasis j).ofLp k
```

Fix (accepted with no message):

```diff
@@ -21,5 +21,7 @@
     rw [Matrix.one_apply, ← ho, Matrix.mul_apply]
     refine Finset.sum_congr rfl fun k _ => ?_
-    simp [U, mul_comm]
+    show (hA.eigenvectorBasis i).ofLp k * (hA.eigenvectorBasis j).ofLp k =
+      inner ℝ ((hA.eigenvectorBasis i).ofLp k) ((hA.eigenvectorBasis j).ofLp k)
+    simp [mul_comm]
   have hAU : A * U = U * diagonal hA.eigenvalues := by
     ext i j
```

The error is in the proof of `Uᵀ * U = 1`, where the sum for a matrix entry is compared term by term with the sum for an inner product. The call `simp [U, mul_comm]` unfolds `U` and turns the real inner product into an ordinary product, but leaves the entry `(fun i j => ...)ᵀ i k` unevaluated. By definition this entry is `(hA.eigenvectorBasis i).ofLp k`, so the remaining goal is true: its two sides are the same product with the factors exchanged. With the transpose still in place, however, `simp` does not bring the sides to the same form, and the goal stays open.

The added `show` restates the goal with both entries written out as eigenvector components, which Lean accepts because the two forms are equal by definition. No transpose or `U` is then left for `simp` to unfold, so `U` is dropped from its list. `simp [mul_comm]` has only to evaluate the inner product of two real numbers and match the order of the factors, which closes the goal.
